# For independent fermions, some chemical potential brings the grand-canonical free energy within $T\log(n+1)$ of the canonical one

A: Put $N$ fermions into $n$ modes with fixed energies, at temperature $T>0$ in energy units. For some real $\mu$, the canonical free energy $F_N$ exceeds $\Omega(\mu)+\mu N$ by at least $0$ and at most $T\log(n+1)$, where $\Omega$ is the grand potential.

Q: Where does that matter?

A: An electronic-structure calculation usually fixes the electron number, yet Fermi–Dirac occupations let it fluctuate. For non-interacting electrons, the result bounds the free-energy difference between the two descriptions.

Q: Are the Lean objects really those ensembles?

A: The finite set `s` holds the modes, with spin states counted separately, and `ε` gives their energies. A many-fermion basis state is given by the subset $A$ of occupied modes, which builds in Pauli exclusion, and its energy is $E_A=\sum_{i\in A}\varepsilon_i$. Then

$$Z_N=\sum_{|A|=N}e^{-E_A/T},\qquad F_N=-T\log Z_N,$$

$$w_M=e^{\mu M/T}Z_M,\qquad \Xi=\sum_{M=0}^{n}w_M,\qquad \Omega=-T\log\Xi.$$

The code calls $w_M$ `weight`; it is unnormalised, and the probability of finding $M$ particles is $P(M)=w_M/\Xi$.

```lean
import Mathlib

open Finset Filter

namespace CanonicalGrandCanonical

noncomputable section

variable {ι : Type*}

/-- Canonical partition function: the sum of `exp (-E_A / T)` over all `N`-element sets `A` of
occupied modes, for `T ≠ 0`. -/
def Z (T : ℝ) (ε : ι → ℝ) (s : Finset ι) (N : ℕ) : ℝ :=
  ∑ A ∈ s.powersetCard N, Real.exp (-(∑ i ∈ A, ε i) / T)

/-- Canonical free energy `F_N = -T log Z_N`, for `T ≠ 0` and `N` at most the number of modes. -/
def F (T : ℝ) (ε : ι → ℝ) (s : Finset ι) (N : ℕ) : ℝ := -T * Real.log (Z T ε s N)

/-- Grand-canonical weight `exp (μ M / T) Z_M` of the sector with `M` particles, for `T ≠ 0`. -/
def weight (T : ℝ) (ε : ι → ℝ) (s : Finset ι) (μ : ℝ) (M : ℕ) : ℝ :=
  Real.exp (μ * M / T) * Z T ε s M

/-- Grand partition function: the sum of the weights of all particle numbers, for `T ≠ 0`. -/
def Xi (T : ℝ) (ε : ι → ℝ) (s : Finset ι) (μ : ℝ) : ℝ :=
  ∑ M ∈ range (s.card + 1), weight T ε s μ M

/-- Grand potential `Ω(μ) = -T log Ξ(μ)`, for `T ≠ 0`. -/
def Omega (T : ℝ) (ε : ι → ℝ) (s : Finset ι) (μ : ℝ) : ℝ := -T * Real.log (Xi T ε s μ)
```

Q: I know $\Xi$ as a product over modes.

A: Expand $\prod_i(1+e^{(\mu-\varepsilon_i)/T})$. Taking the exponential for $i\in A$ and $1$ elsewhere gives $e^{(\mu|A|-E_A)/T}$; grouping by $|A|=M$ gives $\sum_M w_M$. `Xi_eq_prod` does the same.

```lean
/-- The grand partition function is a product of one factor `1 + exp ((μ - ε_i) / T)` per mode. -/
theorem Xi_eq_prod (T : ℝ) (ε : ι → ℝ) (s : Finset ι) (μ : ℝ) :
    Xi T ε s μ = ∏ i ∈ s, (1 + Real.exp ((μ - ε i) / T)) := by
  classical
  rw [Finset.prod_one_add, Finset.sum_powerset]
  refine Finset.sum_congr rfl fun M _ => ?_
  rw [weight, Z, Finset.mul_sum]
  refine Finset.sum_congr rfl fun A hA => ?_
  rw [← Real.exp_sum, ← Real.exp_add, ← Finset.sum_div, Finset.sum_sub_distrib,
    Finset.sum_const, (mem_powersetCard.1 hA).2, nsmul_eq_mul]
  congr 1
  ring
```

Q: What controls $Z_N$ as $N$ varies?

A: A recursion. A new mode $a$, with $x=e^{-\varepsilon_a/T}$, is either empty or occupied, so $Z'_{k+1}=Z_{k+1}+xZ_k$. `Z_insert` proves this by splitting the subsets accordingly.

```lean
lemma Z_nonneg (T : ℝ) (ε : ι → ℝ) (s : Finset ι) (N : ℕ) : 0 ≤ Z T ε s N :=
  Finset.sum_nonneg fun _ _ => (Real.exp_pos _).le

lemma Z_pos (T : ℝ) (ε : ι → ℝ) {s : Finset ι} {N : ℕ} (h : N ≤ s.card) : 0 < Z T ε s N :=
  Finset.sum_pos (fun _ _ => Real.exp_pos _) (powersetCard_nonempty.2 h)

lemma Z_zero (T : ℝ) (ε : ι → ℝ) (s : Finset ι) : Z T ε s 0 = 1 := by simp [Z]

/-- Adding a mode `a`: it is either empty, or occupied with its Boltzmann factor. -/
theorem Z_insert [DecidableEq ι] (T : ℝ) (ε : ι → ℝ) {s : Finset ι} {a : ι} (ha : a ∉ s)
    (k : ℕ) :
    Z T ε (insert a s) (k + 1) = Z T ε s (k + 1) + Real.exp (-ε a / T) * Z T ε s k := by
  have hmem : ∀ A ∈ s.powersetCard k, a ∉ A := fun A hA h => ha ((mem_powersetCard.1 hA).1 h)
  have hdisj : Disjoint (s.powersetCard (k + 1)) ((s.powersetCard k).image (insert a)) := by
    refine Finset.disjoint_left.2 fun A hA hB => ?_
    obtain ⟨B, _, rfl⟩ := mem_image.1 hB
    exact ha ((mem_powersetCard.1 hA).1 (mem_insert_self a B))
  unfold Z
  rw [powersetCard_succ_insert ha, Finset.sum_union hdisj, Finset.sum_image, Finset.mul_sum]
  · congr 1
    refine Finset.sum_congr rfl fun A hA => ?_
    rw [Finset.sum_insert (hmem A hA), ← Real.exp_add]
    congr 1
    ring
  · intro A hA B hB h
    rw [← erase_insert (hmem A hA), ← erase_insert (hmem B hB), h]
```

The recursion yields the exchange inequality $Z_iZ_{j+1}\le Z_{i+1}Z_j$ for $i\le j$, by induction on modes. With no modes the left side is zero, and for $i=j$ the sides agree. For $i<j$, set $Z_{-1}=0$ and expand:

$$Z'_iZ'_{j+1}=Z_iZ_{j+1}+x(Z_{i-1}Z_{j+1}+Z_iZ_j)+x^2Z_{i-1}Z_j,$$

$$Z'_{i+1}Z'_j=Z_{i+1}Z_j+x(Z_iZ_j+Z_{i+1}Z_{j-1})+x^2Z_iZ_{j-1}.$$

The induction hypothesis orders the first and last terms. In the middle, $Z_iZ_j$ cancels, and two exchanges give $Z_{i-1}Z_{j+1}\le Z_iZ_j\le Z_{i+1}Z_{j-1}$.

Q: That uses the hypothesis at several index pairs.

A: Hence `∀ i j` stands after the colon in `exchange`. `Finset.induction_on` then supplies an `ih` valid for every pair; with $i,j$ fixed beforehand, it would speak of one pair only. `nlinarith` adds up the resulting inequalities.

```lean
/-- Exchange inequality: for `i ≤ j`, moving one particle from the fuller to the emptier of two
copies of the system does not lower the product of their partition functions. -/
theorem exchange (T : ℝ) (ε : ι → ℝ) (s : Finset ι) :
    ∀ i j : ℕ, i ≤ j → Z T ε s i * Z T ε s (j + 1) ≤ Z T ε s (i + 1) * Z T ε s j := by
  classical
  induction s using Finset.induction_on with
  | empty =>
    intro i j _
    have h : Z T ε ∅ (j + 1) = 0 := by
      rw [Z, powersetCard_eq_empty.2 (by simp), Finset.sum_empty]
    rw [h, mul_zero]
    exact mul_nonneg (Z_nonneg ..) (Z_nonneg ..)
  | insert a s ha ih =>
    intro i j hij
    rcases hij.eq_or_lt with rfl | hlt
    · rw [mul_comm]
    obtain ⟨m, rfl⟩ : ∃ m, j = m + 1 := ⟨j - 1, by omega⟩
    have hx := (Real.exp_pos (-ε a / T)).le
    cases i with
    | zero =>
      have h := ih 0 (m + 1) (by omega)
      have p1 := mul_nonneg hx (mul_nonneg (Z_nonneg T ε s (0 + 1)) (Z_nonneg T ε s m))
      have p2 := mul_nonneg hx (mul_nonneg hx (Z_nonneg T ε s m))
      rw [Z_zero] at h
      rw [Z_zero, Z_insert T ε ha (m + 1), Z_insert T ε ha 0, Z_insert T ε ha m, Z_zero]
      nlinarith [h, p1, p2]
    | succ k =>
      have h0 := ih (k + 1) (m + 1) (by omega)
      have h2 := mul_le_mul_of_nonneg_left (ih k m (by omega)) (mul_nonneg hx hx)
      -- the mixed term takes two successive exchanges; the branch `k = m` cannot occur, as `i < j`
      have h1 : Z T ε s k * Z T ε s (m + 1 + 1) ≤ Z T ε s (k + 1 + 1) * Z T ε s m := by
        rcases (show k ≤ m by omega).eq_or_lt with rfl | hkm
        · rw [mul_comm]
        · exact (ih k (m + 1) (by omega)).trans (ih (k + 1) m hkm)
      have h1' := mul_le_mul_of_nonneg_left h1 hx
      rw [Z_insert T ε ha k, Z_insert T ε ha (m + 1), Z_insert T ε ha (k + 1),
        Z_insert T ε ha m]
      nlinarith [h0, h1', h2]
```

Q: And the free energies?

A: Substituting the definitions,

$$F_N-\Omega-\mu N=-T\log\frac{e^{\mu N/T}Z_N}{\Xi}=-T\log P(N).$$

Since $P(N)\le1$, the gap is nonnegative for every $\mu$.

```lean
lemma weight_pos (T : ℝ) (ε : ι → ℝ) {s : Finset ι} (μ : ℝ) {N : ℕ} (h : N ≤ s.card) :
    0 < weight T ε s μ N := mul_pos (Real.exp_pos _) (Z_pos T ε h)

lemma weight_le_Xi (T : ℝ) (ε : ι → ℝ) {s : Finset ι} (μ : ℝ) {N : ℕ} (h : N ≤ s.card) :
    weight T ε s μ N ≤ Xi T ε s μ :=
  Finset.single_le_sum (f := weight T ε s μ)
    (fun _ _ => mul_nonneg (Real.exp_pos _).le (Z_nonneg ..)) (mem_range.2 (by omega))

/-- For `T > 0` and `N` at most the number of modes, the canonical free energy exceeds
`Ω(μ) + μ N` by `-T log P(N)`, with `P(N)` the grand-canonical probability of `N` particles. -/
theorem gap_eq {T : ℝ} (hT : 0 < T) (ε : ι → ℝ) {s : Finset ι} (μ : ℝ) {N : ℕ}
    (h : N ≤ s.card) :
    F T ε s N - (Omega T ε s μ + μ * N) = -T * Real.log (weight T ε s μ N / Xi T ε s μ) := by
  have hw := weight_pos T ε μ h
  rw [Real.log_div hw.ne' (hw.trans_le (weight_le_Xi T ε μ h)).ne', weight,
    Real.log_mul (Real.exp_pos _).ne' (Z_pos T ε h).ne', Real.log_exp, F, Omega]
  have e : T * (μ * N / T) = μ * N := mul_div_cancel₀ _ hT.ne'
  linear_combination e

/-- For `T > 0`, every chemical potential gives a lower bound `Ω(μ) + μ N ≤ F_N` on the canonical
free energy of `N` particles, `N` at most the number of modes. -/
theorem gap_nonneg {T : ℝ} (hT : 0 < T) (ε : ι → ℝ) {s : Finset ι} (μ : ℝ) {N : ℕ}
    (h : N ≤ s.card) : 0 ≤ F T ε s N - (Omega T ε s μ + μ * N) := by
  have hw := weight_pos T ε μ h
  have hX := hw.trans_le (weight_le_Xi T ε μ h)
  have hl := Real.log_nonpos (div_pos hw hX).le ((div_le_one hX).2 (weight_le_Xi T ε μ h))
  rw [gap_eq hT ε μ h]
  nlinarith
```

If $w_N$ is the largest of the $n+1$ weights, then $\Xi\le(n+1)w_N$, so $P(N)\ge1/(n+1)$ and the gap is at most $T\log(n+1)$. `gap_le_of_peak` gets the maximum from neighbour comparisons, by induction on the distance from $N$.

```lean
/-- If the sector weights do not fall up to `N` and do not rise afterwards, then `F_N` exceeds
`Ω(μ) + μ N` by at most `T log (n + 1)`, for `n ≥ N` modes and `T > 0`. -/
theorem gap_le_of_peak {T : ℝ} (hT : 0 < T) (ε : ι → ℝ) {s : Finset ι} (μ : ℝ) {N : ℕ}
    (h : N ≤ s.card) (up : ∀ M < N, Z T ε s M ≤ Real.exp (μ / T) * Z T ε s (M + 1))
    (down : ∀ M, N ≤ M → Real.exp (μ / T) * Z T ε s (M + 1) ≤ Z T ε s M) :
    F T ε s N - (Omega T ε s μ + μ * N) ≤ T * Real.log (s.card + 1) := by
  have step : ∀ M : ℕ, weight T ε s μ (M + 1) =
      Real.exp (μ * M / T) * (Real.exp (μ / T) * Z T ε s (M + 1)) := by
    intro M
    rw [weight, ← mul_assoc, ← Real.exp_add]
    congr 2
    push_cast
    ring
  have left : ∀ d M : ℕ, M + d = N → weight T ε s μ M ≤ weight T ε s μ N := by
    intro d
    induction d with
    | zero => intro M hM; rw [← hM, Nat.add_zero]
    | succ d ih =>
      intro M hM
      refine le_trans ?_ (ih (M + 1) (by omega))
      rw [step]
      exact mul_le_mul_of_nonneg_left (up M (by omega)) (Real.exp_pos _).le
  have right : ∀ d : ℕ, weight T ε s μ (N + d) ≤ weight T ε s μ N := by
    intro d
    induction d with
    | zero => exact le_rfl
    | succ d ih =>
      refine le_trans ?_ ih
      rw [← Nat.add_assoc, step]
      exact mul_le_mul_of_nonneg_left (down (N + d) (by omega)) (Real.exp_pos _).le
  have peak : ∀ M, weight T ε s μ M ≤ weight T ε s μ N := by
    intro M
    rcases le_total M N with hM | hM
    · exact left (N - M) M (by omega)
    · have := right (M - N)
      rwa [Nat.add_sub_cancel' hM] at this
  -- the largest of `n + 1` weights is at least their average
  have hsum : Xi T ε s μ ≤ (s.card + 1) * weight T ε s μ N := by
    calc Xi T ε s μ ≤ ∑ _M ∈ range (s.card + 1), weight T ε s μ N :=
          Finset.sum_le_sum fun M _ => peak M
      _ = (s.card + 1) * weight T ε s μ N := by
          rw [Finset.sum_const, card_range, nsmul_eq_mul]; push_cast; ring
  have hw := weight_pos T ε μ h
  have hX := hw.trans_le (weight_le_Xi T ε μ h)
  have hn : (0 : ℝ) < s.card + 1 := by positivity
  have hl := Real.log_le_log hX hsum
  rw [Real.log_mul hn.ne' hw.ne'] at hl
  rw [gap_eq hT ε μ h, Real.log_div hw.ne' hX.ne']
  nlinarith
```

Q: Which $\mu$ puts the peak at $N$?

A: For $N\ge1$, take $\mu=F_N-F_{N-1}$, so $e^{\mu/T}=Z_{N-1}/Z_N$. For $M<n$,

$$\frac{w_{M+1}}{w_M}=\frac{Z_{N-1}Z_{M+1}}{Z_NZ_M}.$$

By exchange this is at least $1$ for $M\le N-1$ and at most $1$ for $M\ge N$. Lean writes $N+1$ for this $N$; the "removal energy" in the theorem's name is a free-energy difference.

```lean
/-- For `T > 0` and `N + 1` particles in `n ≥ N + 1` modes, the chemical potential
`μ = F_(N+1) - F_N` makes `F_(N+1)` exceed `Ω(μ) + μ (N + 1)` by at most `T log (n + 1)`. -/
theorem gap_le_at_removal_energy {T : ℝ} (hT : 0 < T) (ε : ι → ℝ) {s : Finset ι} {N : ℕ}
    (h : N + 1 ≤ s.card) :
    F T ε s (N + 1) - (Omega T ε s (F T ε s (N + 1) - F T ε s N)
      + (F T ε s (N + 1) - F T ε s N) * (N + 1 : ℕ)) ≤ T * Real.log (s.card + 1) := by
  have h0 := Z_pos T ε (show N ≤ s.card by omega)
  have h1 := Z_pos T ε h
  have hz : Real.exp ((F T ε s (N + 1) - F T ε s N) / T) = Z T ε s N / Z T ε s (N + 1) := by
    have e : (F T ε s (N + 1) - F T ε s N) / T
        = Real.log (Z T ε s N) - Real.log (Z T ε s (N + 1)) := by
      rw [div_eq_iff hT.ne', F, F]; ring
    rw [e, Real.exp_sub, Real.exp_log h0, Real.exp_log h1]
  refine gap_le_of_peak hT ε _ h (fun M hM => ?_) (fun M hM => ?_)
  · rw [hz, div_mul_eq_mul_div, le_div_iff₀ h1]
    linarith [exchange T ε s M N (by omega)]
  · rw [hz, div_mul_eq_mul_div, div_le_iff₀ h1]
    linarith [exchange T ε s N M (by omega)]
```

For $N=0$, take $\mu=-T\log(1+Z_1)$. Exchange gives $Z_{M+1}\le Z_1Z_M$, hence $e^{\mu/T}Z_{M+1}\le Z_M$, and the weights never rise.

```lean
/-- For `n` fermion modes, `T > 0` and `0 ≤ N ≤ n`, some chemical potential makes the canonical
free energy exceed `Ω(μ) + μ N` by an amount between `0` and `T log (n + 1)`. -/
theorem canonical_grandCanonical_gap {T : ℝ} (hT : 0 < T) (ε : ι → ℝ) (s : Finset ι) (N : ℕ)
    (h : N ≤ s.card) :
    ∃ μ : ℝ, 0 ≤ F T ε s N - (Omega T ε s μ + μ * N) ∧
      F T ε s N - (Omega T ε s μ + μ * N) ≤ T * Real.log (s.card + 1) := by
  cases N with
  | succ N => exact ⟨_, gap_nonneg hT ε _ h, gap_le_at_removal_energy hT ε h⟩
  | zero =>
    -- for the empty system a low enough chemical potential suffices
    have hp : 0 < Z T ε s 1 + 1 := by linarith [Z_nonneg T ε s 1]
    refine ⟨-T * Real.log (Z T ε s 1 + 1), gap_nonneg hT ε _ h,
      gap_le_of_peak hT ε _ h (fun M hM => absurd hM (Nat.not_lt_zero M)) fun M _ => ?_⟩
    have e : -T * Real.log (Z T ε s 1 + 1) / T = -Real.log (Z T ε s 1 + 1) := by
      rw [div_eq_iff hT.ne']; ring
    have hx := exchange T ε s 0 M (Nat.zero_le M)
    rw [Z_zero, one_mul, Nat.zero_add] at hx
    rw [e, Real.exp_neg, Real.exp_log hp, inv_mul_eq_div, div_le_iff₀ hp]
    linarith [Z_nonneg T ε s M]
```

Q: Does the difference disappear for large systems?

A: Per mode, yes: at fixed $T$ it is at most $T\log(n+1)/n\to0$, even if the energies change arbitrarily with $n$. The last theorem uses `Fin n` as the modes and squeezes the gap per mode between zero and a vanishing bound.

```lean
/-- At fixed `T > 0`, for any systems of `n` modes with `N n ≤ n` particles, suitable chemical
potentials make the difference between `F_N` and `Ω(μ) + μ N` per mode vanish as `n` grows. -/
theorem gap_per_mode_tendsto_zero {T : ℝ} (hT : 0 < T) (ε : ∀ n : ℕ, Fin n → ℝ) (N : ℕ → ℕ)
    (hN : ∀ n, N n ≤ n) :
    ∃ μ : ℕ → ℝ, Tendsto (fun n : ℕ =>
      (F T (ε n) univ (N n) - (Omega T (ε n) univ (μ n) + μ n * N n)) / n) atTop (nhds 0) := by
  choose μ h0 h1 using fun n =>
    canonical_grandCanonical_gap hT (ε n) univ (N n) (by simpa using hN n)
  refine ⟨μ, ?_⟩
  have hlim : Tendsto (fun n : ℕ => 2 * T * (Real.log ((n : ℝ) + 1) / ((n : ℝ) + 1)))
      atTop (nhds 0) := by
    have h := (Real.isLittleO_log_id_atTop.tendsto_div_nhds_zero).comp
      (tendsto_atTop_add_const_right atTop (1 : ℝ) tendsto_natCast_atTop_atTop)
    simpa using h.const_mul (2 * T)
  refine squeeze_zero (fun n => div_nonneg (h0 n) n.cast_nonneg) (fun n => ?_) hlim
  have hb := h1 n
  rw [Finset.card_univ, Fintype.card_fin] at hb
  rcases Nat.eq_zero_or_pos n with rfl | hn
  · simp
  have hn1 : (1 : ℝ) ≤ n := by exact_mod_cast hn
  have hL : 0 ≤ T * Real.log ((n : ℝ) + 1) :=
    mul_nonneg hT.le (Real.log_nonneg (by linarith))
  refine (div_le_div_of_nonneg_right hb n.cast_nonneg).trans ?_
  rw [← mul_div_assoc, div_le_div_iff₀ (by linarith) (by linarith)]
  nlinarith [mul_nonneg hL (sub_nonneg.2 hn1)]

end

end CanonicalGrandCanonical
```

```lean
#print axioms CanonicalGrandCanonical.Xi_eq_prod
#print axioms CanonicalGrandCanonical.canonical_grandCanonical_gap
#print axioms CanonicalGrandCanonical.gap_per_mode_tendsto_zero
```

```
'CanonicalGrandCanonical.Xi_eq_prod' depends on axioms: [propext, Classical.choice, Quot.sound]
'CanonicalGrandCanonical.canonical_grandCanonical_gap' depends on axioms: [propext, Classical.choice, Quot.sound]
'CanonicalGrandCanonical.gap_per_mode_tendsto_zero' depends on axioms: [propext, Classical.choice, Quot.sound]
```

Q: What would I see in a calculation?

A: Take a uniform mesh of 1000 k-points, counted before any symmetry reduction, with 8 spin-resolved bands each. This describes a periodic crystal of 1000 cells with $n=8000$ modes; let $N$ be its total electron number. With Fermi–Dirac smearing, the program adjusts $\mu$ until the occupations sum to $N$, and forms the band energy minus $T$ times the entropy of the occupations, which equals $\Omega(\mu)+\mu N$. For $0<N<n$ this $\mu$ maximises $\Omega(\mu)+\mu N$, by a concavity argument additional to the Lean proof, so the same bound applies: about $9T$ in total, or $0.009\,T$ per cell.

Q: And real electrons?

A: The remaining step is to treat them as independent, with mode energies that are the same for every particle number. Interactions and self-consistent level shifts violate that assumption.
